# Filling and scattering phase of a non-interacting resonant level with constant width

A level at energy \(e\) with constant width \(g>0\) has the retarded Green's function \(G(w)=1/(w-e+ig/2)\). Its zero-temperature filling at chemical potential \(\mu\) is

\[
n(\mu)=\int_{-\infty}^{\mu}\Bigl(-\frac{\operatorname{Im}G(w)}{\pi}\Bigr)dw=\frac12+\frac1\pi\arctan\frac{2(\mu-e)}{g},\qquad 0<n(\mu)<1,
\]

and \(\delta=\pi n(\mu)\) is the scattering phase: \(1-igG(\mu)=e^{2i\delta}\).

## The level and its filling

```lean
import Mathlib

open MeasureTheory Filter
open scoped Real Topology

namespace ResonantLevel

noncomputable section
```

These lines load Mathlib and make its names for integrals, limits and \(\pi\) available.

```lean
/-- Retarded Green's function `1 / (w - e + i g / 2)` of a level at energy `e` with width `g`, for
`g > 0`. -/
def green (e g w : ℝ) : ℂ := 1 / ((w : ℂ) - e + Complex.I * g / 2)
```

`green e g w` is \(G(w)\). The arguments are real (`ℝ`) and the value is complex (`ℂ`); `(w : ℂ)` reads a real number as a complex one. This form of \(G\) is postulated. The constant \(g\) stands for decay into leads with a flat, unbounded band, which also shifts no level energy. There is no interaction, and \(n\) counts one spin state.

```lean
/-- Spectral function `-Im G / π` of the level, for `g > 0`. -/
def spectral (e g w : ℝ) : ℝ := -(green e g w).im / π
```

This is the spectral function \(A(w)=-\operatorname{Im}G(w)/\pi\).

```lean
/-- Filling of the level at zero temperature, for `g > 0`: the spectral function integrated over all
energies up to the chemical potential `μ`. -/
def filling (e g μ : ℝ) : ℝ := ∫ w in Set.Iic μ, spectral e g w
```

`Set.Iic μ` is the interval \((-\infty,\mu]\), so `filling e g μ` is \(n(\mu)\).

## A Lorentzian and its integral

```lean
/-- For positive width the spectral function is a Lorentzian centred at the level energy,
and it is strictly positive. -/
theorem spectral_lorentzian (e w : ℝ) {g : ℝ} (hg : 0 < g) :
    spectral e g w = (g / 2) / (π * ((w - e) ^ 2 + (g / 2) ^ 2)) ∧ 0 < spectral e g w := by
  have hz : (w : ℂ) - e + Complex.I * g / 2 = ⟨w - e, g / 2⟩ := by
    apply Complex.ext <;> simp
  have h : spectral e g w = (g / 2) / (π * ((w - e) ^ 2 + (g / 2) ^ 2)) := by
    unfold spectral green
    rw [hz, one_div, Complex.inv_im, Complex.normSq_mk]
    simp only [neg_div, neg_neg, div_div]
    congr 1
    ring
  refine ⟨h, ?_⟩
  rw [h]
  positivity
```

The hypothesis `hg : 0 < g` says that the width is positive, and `∧` means "and". By hand, \(1/z=\bar z/|z|^2\) with \(z=(w-e)+ig/2\) gives

\[
A(w)=\frac{g/2}{\pi\,[(w-e)^2+(g/2)^2]}>0 .
\]

In the proof, `hz` splits \(z\) into real and imaginary parts, and `positivity` settles the sign.

```lean
/-- For positive width the spectral function is integrable up to `μ`, the filling is
`1/2 + arctan (2 (μ - e) / g) / π`, and it lies strictly between 0 and 1. -/
theorem filling_formula (e μ : ℝ) {g : ℝ} (hg : 0 < g) :
    IntegrableOn (spectral e g) (Set.Iic μ) ∧
      filling e g μ = 1 / 2 + Real.arctan (2 * (μ - e) / g) / π ∧
      0 < filling e g μ ∧ filling e g μ < 1 := by
  have hpi := Real.pi_pos
  -- the Lorentzian in the scaled variable `2 (w - e) / g`
  have hs : ∀ w, spectral e g w = 2 / (π * g) * (1 + (2 / g * (w - e)) ^ 2)⁻¹ := by
    intro w
    have h1 : 1 + (2 / g * (w - e)) ^ 2 = ((w - e) ^ 2 + (g / 2) ^ 2) * (2 / g) ^ 2 := by
      field_simp
      ring
    have hD : 0 < (w - e) ^ 2 + (g / 2) ^ 2 := by positivity
    rw [(spectral_lorentzian e w hg).1, h1]
    generalize (w - e) ^ 2 + (g / 2) ^ 2 = D at hD ⊢
    field_simp
  have hint : Integrable (spectral e g) := by
    have hR : (2 / g : ℝ) ≠ 0 := by positivity
    have h := ((integrable_inv_one_add_sq.comp_mul_left' hR).comp_sub_right e).const_mul
      (2 / (π * g))
    rw [funext hs]
    exact h
  -- the arctangent is an antiderivative
  have hder : ∀ w ∈ Set.Iic μ, HasDerivAt (fun x => Real.arctan (2 / g * (x - e)) / π)
      (spectral e g w) w := by
    intro w _
    have h := ((((hasDerivAt_id' w).sub_const e).const_mul (2 / g)).arctan).div_const π
    refine h.congr_deriv ?_
    rw [hs]
    ring
  -- its limit at the bottom of the energy axis
  have hlin : Tendsto (fun x : ℝ => 2 / g * (x - e)) atBot atBot := by
    have h : Tendsto (fun x : ℝ => x - e) atBot atBot := by
      simpa only [sub_eq_add_neg, id] using
        tendsto_atBot_add_const_right atBot (-e) tendsto_id
    exact h.const_mul_atBot (by positivity)
  have hlim : Tendsto (fun x => Real.arctan (2 / g * (x - e)) / π) atBot
      (𝓝 (-(π / 2) / π)) :=
    ((Real.tendsto_arctan_atBot.mono_right nhdsWithin_le_nhds).comp hlin).div_const π
  have hfill : filling e g μ = 1 / 2 + Real.arctan (2 * (μ - e) / g) / π := by
    unfold filling
    rw [integral_Iic_of_hasDerivAt_of_tendsto' hder hint.integrableOn hlim]
    have h1 : 2 / g * (μ - e) = 2 * (μ - e) / g := by ring
    have h2 : -(π / 2) / π = -(1 / 2) := by field_simp
    rw [h1, h2]
    ring
  have hlo : -(1 / 2) < Real.arctan (2 * (μ - e) / g) / π := by
    rw [lt_div_iff₀ hpi]
    linarith [Real.neg_pi_div_two_lt_arctan (2 * (μ - e) / g)]
  have hhi : Real.arctan (2 * (μ - e) / g) / π < 1 / 2 := by
    rw [div_lt_iff₀ hpi]
    linarith [Real.arctan_lt_pi_div_two (2 * (μ - e) / g)]
  refine ⟨hint.integrableOn, hfill, ?_, ?_⟩ <;> rw [hfill] <;> linarith
```

The theorem states integrability, the formula and both strict bounds. Integrability is listed separately because Lean gives a non-integrable function the integral 0.

Put \(x=2(w-e)/g\). Then

\[
A(w)=\frac{2}{\pi g}\,\frac1{1+x^2}=\frac{d}{dw}\,\frac{\arctan x}{\pi}.
\]

The function \(1/(1+x^2)\) is integrable, and shifting and rescaling preserve this. The antiderivative tends to \(-1/2\) as \(w\to-\infty\), so subtracting this limit from its value at \(\mu\) gives the formula. Since \(-\pi/2<\arctan x<\pi/2\), the filling lies strictly between 0 and 1.

The steps `hs`, `hint`, `hder` and `hlim` are the rescaling, integrability, derivative and limit; `hfill` combines them.

In a numerical calculation the arctangent replaces a quadrature with a slow tail: starting the integral at a distance \(W\gg g\) below \(e\) loses about \(g/(2\pi W)\).

```lean
/-- For positive width the filling tends to 1 as the chemical potential goes to infinity. -/
theorem filling_tendsto_one (e : ℝ) {g : ℝ} (hg : 0 < g) :
    Tendsto (filling e g) atTop (𝓝 1) := by
  have hlin : Tendsto (fun x : ℝ => 2 / g * (x - e)) atTop atTop := by
    have h : Tendsto (fun x : ℝ => x - e) atTop atTop := by
      simpa only [sub_eq_add_neg, id] using
        tendsto_atTop_add_const_right atTop (-e) tendsto_id
    exact h.const_mul_atTop (by positivity)
  have h := (((Real.tendsto_arctan_atTop.mono_right nhdsWithin_le_nhds).comp
    hlin).div_const π).const_add (1 / 2)
  have h1 : 1 / 2 + π / 2 / π = 1 := by
    have h2 : π / 2 / π = 1 / 2 := by field_simp
    rw [h2]
    norm_num
  rw [h1] at h
  refine h.congr fun μ => ?_
  rw [(filling_formula e μ hg).2.1]
  have h3 : 2 * (μ - e) / g = 2 / g * (μ - e) := by ring
  rw [h3]
  rfl
```

`Tendsto … atTop (𝓝 1)` reads \(n(\mu)\to1\) as \(\mu\to\infty\). The arctangent tends to \(\pi/2\), and \(1/2+1/2=1\).

```lean
/-- A level of positive width is half filled exactly when the chemical potential equals
the level energy. -/
theorem half_filling_iff (e μ : ℝ) {g : ℝ} (hg : 0 < g) :
    filling e g μ = 1 / 2 ↔ μ = e := by
  rw [(filling_formula e μ hg).2.1]
  constructor
  · intro h
    have h1 : Real.arctan (2 * (μ - e) / g) / π = 0 := by linarith
    have h2 := (div_eq_zero_iff.mp h1).resolve_right Real.pi_ne_zero
    have h3 := (div_eq_zero_iff.mp (Real.arctan_eq_zero_iff.mp h2)).resolve_right hg.ne'
    linarith
  · rintro rfl
    simp
```

The sign `↔` means "if and only if". Half filling requires \(\arctan(2(\mu-e)/g)=0\), hence \(\mu=e\); the converse is substitution.

For \(g\to0^+\), the formula turns into a step: \(n\to0\) for \(\mu<e\) and \(n\to1\) for \(\mu>e\), while \(n=1/2\) stays at \(\mu=e\).

## From filling to phase

```lean
/-- Friedel phase relation: for positive width, with `δ = π n(μ)` and `n` the filling,
the Green's function at the chemical potential is `-(2/g) sin δ exp (i δ)`. -/
theorem friedel_phase (e μ : ℝ) {g : ℝ} (hg : 0 < g) :
    green e g μ = ((-(2 / g) * Real.sin (π * filling e g μ) : ℝ) : ℂ) *
      Complex.exp ((π * filling e g μ : ℝ) * Complex.I) := by
  rw [(filling_formula e μ hg).2.1]
  obtain ⟨t, ht⟩ : ∃ t, t = 2 * (μ - e) / g := ⟨_, rfl⟩
  rw [← ht]
  have hδ : π * (1 / 2 + Real.arctan t / π) = Real.arctan t + π / 2 := by
    have h : π * (Real.arctan t / π) = Real.arctan t := by field_simp
    rw [mul_add, h]
    ring
  have hc := Real.cos_arctan_pos t
  have hsin : Real.sin (Real.arctan t) = t * Real.cos (Real.arctan t) := by
    have h := Real.tan_arctan t
    rw [Real.tan_eq_sin_div_cos, div_eq_iff hc.ne'] at h
    exact h
  have hsq : Real.cos (Real.arctan t) ^ 2 * (1 + t ^ 2) = 1 := by
    have h := Real.sin_sq_add_cos_sq (Real.arctan t)
    rw [hsin] at h
    linarith
  rw [hδ, Complex.exp_mul_I, ← Complex.ofReal_cos, ← Complex.ofReal_sin,
    Real.sin_add_pi_div_two, Real.cos_add_pi_div_two, hsin]
  generalize Real.cos (Real.arctan t) = c at hsq
  have hsqC : (c : ℂ) ^ 2 * (1 + (t : ℂ) ^ 2) = 1 := by exact_mod_cast hsq
  have hgC : (g : ℂ) ≠ 0 := by exact_mod_cast hg.ne'
  have hk : (2 / g : ℂ) * (g / 2) = 1 := by field_simp
  -- the inverse Green's function in scaled form
  have hμ : μ = e + g / 2 * t := by
    rw [ht]
    field_simp
    ring
  have hden : (μ : ℂ) - e + Complex.I * g / 2 = g / 2 * (t + Complex.I) := by
    rw [hμ]
    push_cast
    ring
  have hne : (g : ℂ) / 2 * (t + Complex.I) ≠ 0 := by
    refine mul_ne_zero (div_ne_zero hgC two_ne_zero) fun h => ?_
    have h1 := congrArg Complex.im h
    simp at h1
  rw [green, hden, div_eq_iff hne]
  push_cast
  linear_combination -hsqC - (c : ℂ) ^ 2 * ((t : ℂ) ^ 2 - Complex.I ^ 2) * hk
    + (c : ℂ) ^ 2 * Complex.I_sq
```

The statement is \(G(\mu)=-\frac2g\sin\delta\,e^{i\delta}\). Set \(t=2(\mu-e)/g\) and \(c=\cos(\arctan t)\), so that \(\sin(\arctan t)=tc\) and \(c^2(1+t^2)=1\). Since \(\delta=\arctan t+\pi/2\), we have \(\sin\delta=c\), \(\cos\delta=-tc\) and \(e^{i\delta}=c(-t+i)\). Therefore

\[
G(\mu)=\frac{2}{g}\,\frac{1}{t+i}=\frac2g\,c^2(t-i)=-\frac2g\sin\delta\,e^{i\delta}.
\]

Lean obtains the same relations as `hδ`, `hsin` and `hsq`, clears the denominator, and closes the remaining algebra with `linear_combination`.

This is Friedel's link between charge and phase for a single level, with the charge counted on the level itself; general scatterers and interacting impurities are not treated.

```lean
/-- For positive width the scattering amplitude `1 - i g G(μ)` is the pure phase
`exp (2 i π n(μ))`, with `n` the filling. -/
theorem scattering_phase (e μ : ℝ) {g : ℝ} (hg : 0 < g) :
    1 - Complex.I * g * green e g μ =
      Complex.exp (2 * ((π * filling e g μ : ℝ) * Complex.I)) := by
  rw [friedel_phase e μ hg]
  generalize π * filling e g μ = δ
  have hgC : (g : ℂ) ≠ 0 := by exact_mod_cast hg.ne'
  have hk : (g : ℂ) * (2 / g) = 2 := by field_simp
  rw [two_mul, Complex.exp_add, Complex.exp_mul_I]
  push_cast
  linear_combination
    Complex.I * Complex.sin δ * (Complex.cos δ + Complex.sin δ * Complex.I) * hk
    + Complex.sin δ ^ 2 * Complex.I_sq - Complex.sin_sq_add_cos_sq (δ : ℂ)
```

Inserting the previous result,

\[
1-igG(\mu)=1+2i\sin\delta\,e^{i\delta}=1+(e^{i\delta}-e^{-i\delta})e^{i\delta}=e^{2i\delta}.
\]

The Lean proof expands the exponentials into sines and cosines and uses \(\sin^2\delta+\cos^2\delta=1\). The amplitude \(1-igG\) is taken as given, not derived from a scattering problem.

```lean
/-- For a level coupled to two leads with positive total width `gL + gR`, the transmission
`gL gR |G(μ)|²` is `4 gL gR / (gL + gR)²` times `sin² (π n(μ))`, with `n` the filling. -/
theorem transmission_eq (e μ : ℝ) {gL gR : ℝ} (hg : 0 < gL + gR) :
    gL * gR * ‖green e (gL + gR) μ‖ ^ 2 =
      4 * gL * gR / (gL + gR) ^ 2 * Real.sin (π * filling e (gL + gR) μ) ^ 2 := by
  rw [friedel_phase e μ hg, norm_mul, Complex.norm_exp_ofReal_mul_I, mul_one,
    Complex.norm_real, Real.norm_eq_abs, sq_abs, mul_pow, neg_sq, div_pow]
  ring

end

end ResonantLevel
```

With two leads, \(g=g_L+g_R\). Because \(|e^{i\delta}|=1\), we have \(|G(\mu)|^2=(4/g^2)\sin^2\delta\), and so

\[
g_Lg_R|G(\mu)|^2=\frac{4g_Lg_R}{(g_L+g_R)^2}\sin^2\delta .
\]

Lean assumes only a positive sum; physical couplings are also non-negative. The left side is the standard transmission expression, again taken as given. For this non-interacting level it is the zero-temperature linear conductance per spin, in units of the conductance quantum per spin. At \(\mu=e\) with equal couplings it equals 1.

In a transport code, computing \(n\) by integration and the transmission from \(G\) lets this identity expose a factor-of-two error in the width inside \(G\), such as \(ig\) in place of \(ig/2\), when both couplings are non-zero. It does not notice couplings \(g_L\) and \(g_R\) that are both doubled everywhere.

```lean
#print axioms ResonantLevel.filling_tendsto_one
#print axioms ResonantLevel.half_filling_iff
#print axioms ResonantLevel.scattering_phase
#print axioms ResonantLevel.transmission_eq
```

```
'ResonantLevel.filling_tendsto_one' depends on axioms: [propext, Classical.choice, Quot.sound]
'ResonantLevel.half_filling_iff' depends on axioms: [propext, Classical.choice, Quot.sound]
'ResonantLevel.scattering_phase' depends on axioms: [propext, Classical.choice, Quot.sound]
'ResonantLevel.transmission_eq' depends on axioms: [propext, Classical.choice, Quot.sound]
```
